# The heat trace of a rectangular flat torus as an exact sum over closed-orbit lengths

Two truncations spoil the partition function of a free particle in a two-dimensional periodic box. With a fixed set of plane waves, the sum of Boltzmann factors never exceeds the number of waves kept, although the true value grows without limit as the temperature rises. With path integrals whose paths never wind around the box, only the area term remains. It falls to zero on cooling, although the true value never drops below one, the contribution of the constant wave. The identity below connects the two descriptions and gives the size of what the second one omits.

## The identity and the size of the winding correction

Let $a,b>0$ be the periods of the box and $t>0$ a parameter with the dimension of length squared. Plane waves carry integer labels $k=(m,n)$, and closed straight orbits carry winding numbers $w=(M,N)$. Set

$$E_k=4\pi^2\left(\frac{m^2}{a^2}+\frac{n^2}{b^2}\right),\qquad \ell_w=\sqrt{(Ma)^2+(Nb)^2}.$$

Then

$$\sum_{k\in\mathbb Z^2}e^{-tE_k}=\frac{ab}{4\pi t}\sum_{w\in\mathbb Z^2}e^{-\ell_w^2/(4t)}=\frac{ab}{4\pi t}\,\bigl(1+S(t)\bigr),$$

where $S(t)$ is the sum over $w\neq(0,0)$. With $L=\min(a,b)$ and $0<t\le s$,

$$e^{-L^2/(4t)}\le S(t)\le e^{-(L^2/4)(1/t-1/s)}\,S(s).$$

So $S$ is the correction relative to the area term $ab/(4\pi t)$, which is the contribution of zero winding. As $t\to0$ it vanishes exponentially in $1/t$, with rate $L^2/4$ set by the shortest orbit.

## Where a code meets the two sums

For one free particle of mass $\mu$ in two dimensions at inverse temperature $\beta$, put $t=\beta\hbar^2/(2\mu)$. The left side is then the canonical partition function, and the right side is its path-integral form, with one term for each way a path can close around the box. A free-particle code can use the spectral sum at large $t$ and the winding sum at small $t$. For a square box the two series agree term by term at $t=a^2/(4\pi)$.

The upper bound also helps with error control: an upper estimate of $S$ at one value $s$ bounds the error of the bare area term at every smaller $t$.

## From plane waves to windings

**Spectrum.** The wave $\psi_k(x,y)=e^{2\pi i(mx/a+ny/b)}$ is periodic, because a shift by $a$ or $b$ adds $2\pi i m$ or $2\pi i n$ to the exponent. Two derivatives in $x$ give the factor $(2\pi i m/a)^2$, and two in $y$ give $(2\pi i n/b)^2$. Hence $-\Delta\psi_k=E_k\psi_k$. This is `planeWave_eigenfunction`, whose final `linear_combination` step uses $i^2=-1$.

**Factorisation.** For $c>0$ and $n\ge0$, $n\le n^2$ gives $e^{-cn^2}\le(e^{-c})^n$, so each one-dimensional Gaussian sum converges by comparison with a geometric series. Since the terms are positive, the double sum converges too and is a product:

$$\sum_k e^{-tE_k}=\Bigl(\sum_m e^{-4\pi^2tm^2/a^2}\Bigr)\Bigl(\sum_n e^{-4\pi^2tn^2/b^2}\Bigr).$$

`gaussian_pair` proves both facts for general positive coefficients in the exponent, and `summable_spectrum_and_orbits` applies it to the two series.

**Poisson summation.** For $\alpha>0$, completing the square gives the Fourier transform

$$\int_{-\infty}^{\infty}e^{-\pi\alpha x^2-2\pi iNx}\,dx=\alpha^{-1/2}e^{-\pi N^2/\alpha},$$

and therefore $\sum_n e^{-\pi\alpha n^2}=\alpha^{-1/2}\sum_N e^{-\pi N^2/\alpha}$. For a period $c$, choose $\alpha=4\pi t/c^2$:

$$\sum_n e^{-4\pi^2tn^2/c^2}=\frac{c}{\sqrt{4\pi t}}\sum_N e^{-c^2N^2/(4t)}.$$

Taking $c=a$ and $c=b$ and multiplying gives the prefactor $ab/(4\pi t)$ and the exponent $-(M^2a^2+N^2b^2)/(4t)=-\ell_w^2/(4t)$. In `trace_formula`, the step `poisson` takes the one-dimensional identity from Mathlib's `Real.tsum_exp_neg_mul_int_sq`, `hs` multiplies the prefactors, and `orbitLength_sq` removes the square root.

**Zero winding.** Since $\ell_{(0,0)}=0$, that term equals one. Separating it gives $1+S(t)$, which is `heatTrace_eq_area_add_orbits`.

**Shortest orbit.** If $M\ne0$, then $\ell_w^2\ge M^2a^2\ge a^2\ge L^2$. If $M=0$ and $w\neq(0,0)$, then $N\ne0$ and $\ell_w^2\ge b^2\ge L^2$. `shortest_orbit` makes the same case split.

**Lower bound.** `summable_orbitSum` establishes convergence of $S$. All its terms are positive, so $S(t)$ is at least the term with $w=(1,0)$ when $a\le b$, or $w=(0,1)$ when $b\le a$. That term is $e^{-L^2/(4t)}$, as `orbitSum_lower_bound` states.

**Decay.** For $t\le s$ and $w\neq(0,0)$,

$$-\frac{\ell_w^2}{4t}=-\frac{\ell_w^2}{4s}-\frac{\ell_w^2}{4}\Bigl(\frac1t-\frac1s\Bigr)\le-\frac{\ell_w^2}{4s}-\frac{L^2}{4}\Bigl(\frac1t-\frac1s\Bigr).$$

Exponentiating and summing over $w$ gives the upper bound. `orbitSum_decay` compares the series term by term, and `linarith` closes the inequality between exponents.

## The Lean file

```lean
import Mathlib

open Real

namespace FlatTorusTrace

noncomputable section

/-- The plane wave with integer labels `k` on a torus with nonzero periods `a` and `b`. -/
def planeWave (a b : ℝ) (k : ℤ × ℤ) (x y : ℝ) : ℂ :=
  Complex.exp (2 * π * Complex.I * (k.1 * x / a + k.2 * y / b))

/-- The Laplace energy `4π²(m²/a² + n²/b²)` of the labels `k = (m, n)`, for nonzero periods
`a` and `b`. -/
def energy (a b : ℝ) (k : ℤ × ℤ) : ℝ :=
  4 * π ^ 2 * ((k.1 : ℝ) ^ 2 / a ^ 2 + (k.2 : ℝ) ^ 2 / b ^ 2)

/-- The length of a straight closed orbit that winds `w.1` times around the period `a` and
`w.2` times around the period `b`. -/
def orbitLength (a b : ℝ) (w : ℤ × ℤ) : ℝ :=
  √(((w.1 : ℝ) * a) ^ 2 + ((w.2 : ℝ) * b) ^ 2)

/-- The heat trace: the sum of `exp (-t E)` over all plane-wave labels, for nonzero periods and
positive `t`. -/
def heatTrace (a b t : ℝ) : ℝ :=
  ∑' k : ℤ × ℤ, Real.exp (-t * energy a b k)

/-- The sum of `exp (-ℓ²/(4t))` over all nonzero windings, with `ℓ` the orbit length, for nonzero
periods and positive `t`. -/
def orbitSum (a b t : ℝ) : ℝ :=
  ∑' w : ℤ × ℤ, if w = 0 then 0 else Real.exp (-(orbitLength a b w) ^ 2 / (4 * t))

/-- For nonzero periods, each plane wave is periodic in both directions and is an eigenfunction
of minus the Laplacian with eigenvalue `energy a b k`. -/
theorem planeWave_eigenfunction {a b : ℝ} (ha : a ≠ 0) (hb : b ≠ 0) (k : ℤ × ℤ) (x y : ℝ) :
    planeWave a b k (x + a) y = planeWave a b k x y ∧
    planeWave a b k x (y + b) = planeWave a b k x y ∧
    -(deriv (deriv fun s : ℝ => planeWave a b k s y) x +
      deriv (deriv fun s : ℝ => planeWave a b k x s) y) =
        (energy a b k : ℂ) * planeWave a b k x y := by
  have ha' : (a : ℂ) ≠ 0 := by exact_mod_cast ha
  have hb' : (b : ℂ) ≠ 0 := by exact_mod_cast hb
  -- the second derivative of an exponential
  have second : ∀ (c d : ℂ) (r : ℝ),
      deriv (deriv fun s : ℝ => Complex.exp (c * s + d)) r =
        c ^ 2 * Complex.exp (c * r + d) := by
    intro c d r
    have h : ∀ s : ℝ, HasDerivAt (fun s : ℝ => Complex.exp (c * s + d))
        (c * Complex.exp (c * s + d)) s := by
      intro s
      have h1 : HasDerivAt (fun z : ℂ => Complex.exp (c * z + d))
          (Complex.exp (c * s + d) * (c * 1)) (s : ℂ) :=
        (((hasDerivAt_id' (s : ℂ)).const_mul c).add_const d).cexp
      exact h1.comp_ofReal.congr_deriv (by ring)
    have hd : (deriv fun s : ℝ => Complex.exp (c * s + d)) =
        fun s : ℝ => c * Complex.exp (c * s + d) := funext fun s => (h s).deriv
    rw [hd]
    exact (((h r).const_mul c).congr_deriv (by ring)).deriv
  refine ⟨?_, ?_, ?_⟩
  · refine Complex.exp_eq_exp_iff_exists_int.mpr ⟨k.1, ?_⟩
    push_cast
    field_simp
    ring
  · refine Complex.exp_eq_exp_iff_exists_int.mpr ⟨k.2, ?_⟩
    push_cast
    field_simp
    ring
  · have hx : ∀ s : ℝ, planeWave a b k s y = Complex.exp
        ((2 * π * Complex.I * k.1 / a) * s + 2 * π * Complex.I * k.2 * y / b) := by
      intro s
      unfold planeWave
      congr 1
      ring
    have hy : ∀ s : ℝ, planeWave a b k x s = Complex.exp
        ((2 * π * Complex.I * k.2 / b) * s + 2 * π * Complex.I * k.1 * x / a) := by
      intro s
      unfold planeWave
      congr 1
      ring
    have hxx : deriv (deriv fun s : ℝ => planeWave a b k s y) x =
        (2 * π * Complex.I * k.1 / a) ^ 2 * planeWave a b k x y := by
      have hf : (fun s : ℝ => planeWave a b k s y) = _ := funext hx
      rw [hx x, hf, second]
    have hyy : deriv (deriv fun s : ℝ => planeWave a b k x s) y =
        (2 * π * Complex.I * k.2 / b) ^ 2 * planeWave a b k x y := by
      have hf : (fun s : ℝ => planeWave a b k x s) = _ := funext hy
      rw [hy y, hf, second]
    rw [hxx, hyy]
    unfold energy
    push_cast
    linear_combination (-(4 * (π : ℂ) ^ 2 * ((k.1 : ℂ) ^ 2 / (a : ℂ) ^ 2 +
      (k.2 : ℂ) ^ 2 / (b : ℂ) ^ 2)) * planeWave a b k x y) * Complex.I_sq

/-- A Gaussian sum over the integer plane with positive coefficients `p` and `q` converges and is
the product of two sums over the integers. -/
theorem gaussian_pair {p q : ℝ} (hp : 0 < p) (hq : 0 < q) :
    (Summable fun k : ℤ × ℤ => Real.exp (-(p * (k.1 : ℝ) ^ 2 + q * (k.2 : ℝ) ^ 2))) ∧
    ∑' k : ℤ × ℤ, Real.exp (-(p * (k.1 : ℝ) ^ 2 + q * (k.2 : ℝ) ^ 2)) =
      (∑' n : ℤ, Real.exp (-p * (n : ℝ) ^ 2)) * ∑' n : ℤ, Real.exp (-q * (n : ℝ) ^ 2) := by
  -- comparison with a geometric series, since n ≤ n²
  have line : ∀ c : ℝ, 0 < c → Summable fun n : ℤ => Real.exp (-c * (n : ℝ) ^ 2) := by
    intro c hc
    have hnat : Summable fun n : ℕ => Real.exp (-c * (n : ℝ) ^ 2) := by
      refine Summable.of_nonneg_of_le (fun n => (Real.exp_pos _).le) (fun n => ?_)
        (summable_geometric_of_lt_one (Real.exp_pos (-c)).le
          (Real.exp_lt_one_iff.mpr (by linarith)))
      rw [← Real.exp_nat_mul]
      apply Real.exp_le_exp.mpr
      have h : (n : ℝ) ≤ (n : ℝ) ^ 2 := by
        exact_mod_cast Nat.le_self_pow two_ne_zero n
      nlinarith
    apply Summable.of_nat_of_neg
    · simpa using hnat
    · simpa using hnat
  have e : (fun k : ℤ × ℤ => Real.exp (-(p * (k.1 : ℝ) ^ 2 + q * (k.2 : ℝ) ^ 2))) =
      fun k : ℤ × ℤ => Real.exp (-p * (k.1 : ℝ) ^ 2) * Real.exp (-q * (k.2 : ℝ) ^ 2) := by
    funext k
    rw [← Real.exp_add]
    congr 1
    ring
  have nonneg : ∀ c : ℝ, (0 : ℤ → ℝ) ≤ fun n : ℤ => Real.exp (-c * (n : ℝ) ^ 2) := by
    intro c n
    show (0 : ℝ) ≤ Real.exp (-c * (n : ℝ) ^ 2)
    exact (Real.exp_pos _).le
  have hP := line p hp
  have hQ := line q hq
  have hPn : Summable fun n : ℤ => ‖Real.exp (-p * (n : ℝ) ^ 2)‖ := hP.norm
  have hQn : Summable fun n : ℤ => ‖Real.exp (-q * (n : ℝ) ^ 2)‖ := hQ.norm
  -- the double sum converges and factorises
  have hsum := Summable.mul_of_nonneg hP hQ (nonneg p) (nonneg q)
  have hprod := tsum_mul_tsum_of_summable_norm hPn hQn
  rw [e]
  exact ⟨hsum, hprod.symm⟩

/-- The squared orbit length is the sum of the squared displacements along the two periods. -/
theorem orbitLength_sq (a b : ℝ) (w : ℤ × ℤ) :
    orbitLength a b w ^ 2 = ((w.1 : ℝ) * a) ^ 2 + ((w.2 : ℝ) * b) ^ 2 :=
  Real.sq_sqrt (by positivity)

/-- For positive periods and positive `t`, the sum over energies and the sum over orbit lengths
both converge. -/
theorem summable_spectrum_and_orbits {a b t : ℝ} (ha : 0 < a) (hb : 0 < b) (ht : 0 < t) :
    (Summable fun k : ℤ × ℤ => Real.exp (-t * energy a b k)) ∧
    Summable fun w : ℤ × ℤ => Real.exp (-(orbitLength a b w) ^ 2 / (4 * t)) := by
  constructor
  · convert (gaussian_pair (p := 4 * π ^ 2 * t / a ^ 2) (q := 4 * π ^ 2 * t / b ^ 2)
      (by positivity) (by positivity)).1 using 3 with k
    unfold energy
    ring
  · convert (gaussian_pair (p := a ^ 2 / (4 * t)) (q := b ^ 2 / (4 * t))
      (by positivity) (by positivity)).1 using 3 with w
    rw [orbitLength_sq]
    ring

/-- Trace formula of the flat torus: for positive periods and positive `t`, the heat trace equals
`ab/(4πt)` times the sum of `exp (-ℓ²/(4t))` over the lengths `ℓ` of all windings, zero included. -/
theorem trace_formula {a b t : ℝ} (ha : 0 < a) (hb : 0 < b) (ht : 0 < t) :
    heatTrace a b t = a * b / (4 * π * t) *
      ∑' w : ℤ × ℤ, Real.exp (-(orbitLength a b w) ^ 2 / (4 * t)) := by
  -- Poisson summation along one period
  have poisson : ∀ c : ℝ, 0 < c →
      ∑' n : ℤ, Real.exp (-(4 * π ^ 2 * t / c ^ 2) * (n : ℝ) ^ 2) =
        c / √(4 * π * t) * ∑' n : ℤ, Real.exp (-(c ^ 2 / (4 * t)) * (n : ℝ) ^ 2) := by
    intro c hc
    have h := Real.tsum_exp_neg_mul_int_sq (a := 4 * π * t / c ^ 2) (by positivity)
    rw [← Real.sqrt_eq_rpow, Real.sqrt_div (by positivity), Real.sqrt_sq hc.le,
      one_div_div] at h
    have e1 : -(4 * π ^ 2 * t / c ^ 2) = -π * (4 * π * t / c ^ 2) := by ring
    have e2 : -(c ^ 2 / (4 * t)) = -π / (4 * π * t / c ^ 2) := by
      have := Real.pi_ne_zero
      field_simp
    rw [e1, e2]
    exact h
  have hE : ∀ k : ℤ × ℤ, -t * energy a b k =
      -(4 * π ^ 2 * t / a ^ 2 * (k.1 : ℝ) ^ 2 + 4 * π ^ 2 * t / b ^ 2 * (k.2 : ℝ) ^ 2) := by
    intro k
    unfold energy
    ring
  have hL : ∀ w : ℤ × ℤ, -(orbitLength a b w) ^ 2 / (4 * t) =
      -(a ^ 2 / (4 * t) * (w.1 : ℝ) ^ 2 + b ^ 2 / (4 * t) * (w.2 : ℝ) ^ 2) := by
    intro w
    rw [orbitLength_sq]
    ring
  -- the two one-dimensional prefactors combine to the area term
  have hs : a / √(4 * π * t) * (b / √(4 * π * t)) = a * b / (4 * π * t) := by
    rw [div_mul_div_comm, Real.mul_self_sqrt (by positivity)]
  unfold heatTrace
  simp only [hE, hL]
  rw [(gaussian_pair (by positivity) (by positivity)).2,
    (gaussian_pair (by positivity) (by positivity)).2, poisson a ha, poisson b hb, ← hs]
  ring

/-- For positive periods and positive `t`, the heat trace is the area term `ab/(4πt)` times one
plus the sum over nonzero windings. -/
theorem heatTrace_eq_area_add_orbits {a b t : ℝ} (ha : 0 < a) (hb : 0 < b) (ht : 0 < t) :
    heatTrace a b t = a * b / (4 * π * t) * (1 + orbitSum a b t) := by
  have h : ∑' w : ℤ × ℤ, Real.exp (-(orbitLength a b w) ^ 2 / (4 * t)) =
      Real.exp (-(orbitLength a b 0) ^ 2 / (4 * t)) + orbitSum a b t :=
    (summable_spectrum_and_orbits ha hb ht).2.tsum_eq_add_tsum_ite 0
  have h0 : Real.exp (-(orbitLength a b 0) ^ 2 / (4 * t)) = 1 := by simp [orbitLength]
  rw [trace_formula ha hb ht, h, h0]

/-- For positive periods, every orbit with nonzero winding is at least as long as the shorter
period. -/
theorem shortest_orbit {a b : ℝ} (ha : 0 < a) (hb : 0 < b) {w : ℤ × ℤ} (hw : w ≠ 0) :
    min a b ≤ orbitLength a b w := by
  have hm : 0 < min a b := lt_min ha hb
  have one_le : ∀ n : ℤ, n ≠ 0 → (1 : ℝ) ≤ (n : ℝ) ^ 2 := by
    intro n hn
    have h : 0 < n ^ 2 := by positivity
    have h' : 1 ≤ n ^ 2 := by linarith
    exact_mod_cast h'
  refine (Real.le_sqrt' hm).mpr ?_
  by_cases h : w.1 = 0
  · have h2 := one_le w.2 fun h2 => hw (Prod.ext h h2)
    have h3 := pow_le_pow_left₀ hm.le (min_le_right a b) 2
    nlinarith [mul_nonneg (sub_nonneg.2 h2) (sq_nonneg b), sq_nonneg ((w.1 : ℝ) * a)]
  · have h2 := one_le w.1 h
    have h3 := pow_le_pow_left₀ hm.le (min_le_left a b) 2
    nlinarith [mul_nonneg (sub_nonneg.2 h2) (sq_nonneg a), sq_nonneg ((w.2 : ℝ) * b)]

/-- For positive periods and positive `t`, the sum over nonzero windings converges. -/
theorem summable_orbitSum {a b t : ℝ} (ha : 0 < a) (hb : 0 < b) (ht : 0 < t) :
    Summable fun w : ℤ × ℤ =>
      if w = 0 then (0 : ℝ) else Real.exp (-(orbitLength a b w) ^ 2 / (4 * t)) := by
  refine Summable.of_nonneg_of_le (fun w => ?_) (fun w => ?_)
    (summable_spectrum_and_orbits ha hb ht).2
  · split_ifs <;> positivity
  · split_ifs
    · positivity
    · exact le_rfl

/-- For positive periods and positive `t`, the sum over nonzero windings is at least the
contribution of one orbit along the shorter period. -/
theorem orbitSum_lower_bound {a b t : ℝ} (ha : 0 < a) (hb : 0 < b) (ht : 0 < t) :
    Real.exp (-(min a b) ^ 2 / (4 * t)) ≤ orbitSum a b t := by
  have term : ∀ w : ℤ × ℤ, w ≠ 0 →
      Real.exp (-(orbitLength a b w) ^ 2 / (4 * t)) ≤ orbitSum a b t := by
    intro w hw
    have h := (summable_orbitSum ha hb ht).le_tsum w
      (fun v _ => by split_ifs <;> positivity)
    simp only [if_neg hw] at h
    exact h
  rcases le_total a b with h | h
  · have h1 := term (1, 0) (by simp)
    rw [orbitLength_sq] at h1
    simpa [min_eq_left h] using h1
  · have h1 := term (0, 1) (by simp)
    rw [orbitLength_sq] at h1
    simpa [min_eq_right h] using h1

/-- For positive periods and times `0 < t ≤ s`, the sum over nonzero windings at `t` is at most
that at `s` times `exp (-(ℓ²/4)(1/t - 1/s))`, with `ℓ` the shorter period. -/
theorem orbitSum_decay {a b t s : ℝ} (ha : 0 < a) (hb : 0 < b) (ht : 0 < t) (hts : t ≤ s) :
    orbitSum a b t ≤
      Real.exp (-((min a b) ^ 2 / 4) * (1 / t - 1 / s)) * orbitSum a b s := by
  have hs : 0 < s := lt_of_lt_of_le ht hts
  unfold orbitSum
  rw [← tsum_mul_left]
  refine Summable.tsum_le_tsum (fun w => ?_) (summable_orbitSum ha hb ht)
    ((summable_orbitSum ha hb hs).mul_left _)
  by_cases hw : w = 0
  · simp [hw]
  · rw [if_neg hw, if_neg hw, ← Real.exp_add]
    apply Real.exp_le_exp.mpr
    -- each orbit is at least as long as the shortest one
    have h1 := pow_le_pow_left₀ (lt_min ha hb).le (shortest_orbit ha hb hw) 2
    have h2 := one_div_le_one_div_of_le ht hts
    have h3 := mul_nonneg (sub_nonneg.2 h1) (sub_nonneg.2 h2)
    have e : -((min a b) ^ 2 / 4) * (1 / t - 1 / s) + -(orbitLength a b w) ^ 2 / (4 * s) -
        -(orbitLength a b w) ^ 2 / (4 * t) =
        (orbitLength a b w ^ 2 - (min a b) ^ 2) * (1 / t - 1 / s) / 4 := by ring
    linarith

end

end FlatTorusTrace
```

```lean
#print axioms FlatTorusTrace.planeWave_eigenfunction
#print axioms FlatTorusTrace.heatTrace_eq_area_add_orbits
#print axioms FlatTorusTrace.orbitSum_lower_bound
#print axioms FlatTorusTrace.orbitSum_decay
```

```
'FlatTorusTrace.planeWave_eigenfunction' depends on axioms: [propext, Classical.choice, Quot.sound]
'FlatTorusTrace.heatTrace_eq_area_add_orbits' depends on axioms: [propext, Classical.choice, Quot.sound]
'FlatTorusTrace.orbitSum_lower_bound' depends on axioms: [propext, Classical.choice, Quot.sound]
'FlatTorusTrace.orbitSum_decay' depends on axioms: [propext, Classical.choice, Quot.sound]
```

## Exact sums for a free particle, without bounds for a general cutoff

In the file, `k` and `w` are integer pairs: `k.1` and `k.2` are $m$ and $n$, while `w.1` and `w.2` are $M$ and $N$. The functions `energy` and `orbitLength` are $E_k$ and $\ell_w$, and `heatTrace` and `orbitSum` are the spectral sum and $S$. The symbol `∑'` denotes an infinite sum, and the file proves convergence of every such sum for positive $a$, $b$ and $t$. `trace_formula` says that under these three conditions the spectral sum equals the area prefactor times the sum over all windings.

The energy convention is $-\Delta$, so $\hbar$ and the mass enter only through $t$. Opposite windings count separately, and repeated traversals of an orbit are included.

`heatTrace` is defined as a sum over labels. The file shows that each label gives a periodic eigenfunction, but it does not show that the plane waves form a complete orthogonal set, which is what identifies this sum with the operator trace of $e^{t\Delta}$. Likewise, orbit lengths come from a geometric formula and are not derived from equations of motion.

The model is a single free particle in a rectangular periodic box, with no potential, no interactions and no skewed cell. The parameter $t$ is real and positive, so the result concerns thermal sums and not real-time propagation or an oscillating density of states.

For an implementation, the equality holds between complete infinite sums of real numbers. The bounds on $S$ concern the cutoff that keeps only zero winding. The file gives no bound on the tail left by any other finite cutoff and none on rounding error. The decay bound also leaves $S(s)$ as a quantity that the user must estimate from above.
